# At zero mean excess electron number, the Fukui function of a cation–neutral–anion ensemble is the average of its removal and addition values

After population analyses of a molecule's cation, neutral species and anion, the population that an atom loses when an electron is removed and the population that it gains when one is added can be averaged to give a single reactivity index. In an ensemble restricted to these three species, each with fixed site populations, this average is also a response at fixed temperature: it says how the mean population of the atom follows the mean electron number, when the chemical potential is varied, at the point where the ensemble is neutral on average. The problems below derive this and show what the response is away from that point.

## Three charge states and their weights

The sites, for instance atoms, are labelled by $k$ in a finite set, the type `ι` in the code. The neutral species has $n_k$ electrons on site $k$, the cation $n_k-f_k$ and the anion $n_k+g_k$, all three at the same nuclear geometry. Thus $f_k$ is the condensed Fukui function for electron removal and $g_k$ the one for electron addition. The populations count electrons, so they have the opposite sign to charges. One whole electron is removed or added, which is the condition $\sum_k f_k=\sum_k g_k=1$. The entries are otherwise arbitrary real numbers, and negative values of $f_k$ or $g_k$ are allowed.

```lean
import Mathlib

open Finset

namespace FiniteTemperatureFukui

noncomputable section

variable {ι : Type*} {a b z : ℝ} {n f g : ι → ℝ}
```

Relative to the neutral species, the cation has the weight $b/z$ and the anion the weight $az$, with $a,b,z>0$. These are grand-canonical weights. At inverse temperature $\beta$ and chemical potential $\mu$, put $z=e^{\beta\mu}$. With ionisation energy $I$, electron affinity $A$ and equal degeneracies, $a=e^{\beta A}$ and $b=e^{-\beta I}$; unequal degeneracies multiply $a$ and $b$ by positive ratios. The code takes $a$ and $b$ as given positive constants and does not derive them from a Hamiltonian. The sum of the weights is $Z=b/z+1+az$.

```lean
/-- Sum of the weights `b/z`, `1`, `a z` of cation, neutral species and anion, for `z ≠ 0`. -/
def partitionSum (a b z : ℝ) : ℝ := b / z + 1 + a * z
```

The mean population $p_k(z)$ is the weighted average of the three site populations:

$$p_k=\frac{(n_k-f_k)\,b/z+n_k+(n_k+g_k)\,az}{Z}.$$

```lean
/-- Mean population of site `k` when cation, neutral species and anion have the site
populations `n - f`, `n`, `n + g`; the domain is `a, b, z > 0`. -/
def population (a b : ℝ) (n f g : ι → ℝ) (z : ℝ) (k : ι) : ℝ :=
  ((n k - f k) * (b / z) + n k + (n k + g k) * (a * z)) / partitionSum a b z
```

The mean electron number is defined as the sum over sites, $N=\sum_k p_k$. The neutral species has $N_0=\sum_j n_j$ electrons, and $N-N_0$ is the mean excess electron number.

```lean
/-- Mean electron number: the sum of the mean site populations, for `a, b, z > 0`. -/
def electronNumber [Fintype ι] (a b : ℝ) (n f g : ι → ℝ) (z : ℝ) : ℝ :=
  ∑ k, population a b n f g z k
```

The finite-temperature Fukui function is

$$\varphi_k=\frac{dp_k/dz}{dN/dz}.$$

At fixed temperature $dz/d\mu=\beta z$ cancels in this quotient, so $\varphi_k$ is equally the ratio of the derivatives with respect to $\mu$. The model leaves out doubly charged ions and any change of the species' own populations with temperature or $\mu$. In Lean, `deriv` is zero where a function has no derivative; parts (b) and (d) establish that both derivatives exist here.

```lean
/-- Finite-temperature Fukui function of site `k`: the `z`-derivative of its mean population
divided by that of the mean electron number, for `a, b, z > 0` and `f`, `g` of sum one. -/
def fukui [Fintype ι] (a b : ℝ) (n f g : ι → ℝ) (z : ℝ) (k : ι) : ℝ :=
  deriv (fun t => population a b n f g t k) z / deriv (electronNumber a b n f g) z
```

The solutions use the abbreviations $u=b/z$ and $v=az$, for which $uv=ab$, $zu'=-u$ and $zv'=v$. A prime denotes the derivative with respect to $z$.

## (a) The sum of the weights is positive

**Task.** Show that the normalising denominator is safe to divide by:

$$Z>0.$$

**Solution.** Both $u$ and $v$ are positive because $a$, $b$ and $z$ are, so $Z=u+1+v$ is a sum of three positive terms. The tactic `positivity` makes this argument once the definition is unfolded.

```lean
/-- For positive `a`, `b`, `z` the sum of the weights is positive. -/
theorem partitionSum_pos (ha : 0 < a) (hb : 0 < b) (hz : 0 < z) :
    0 < partitionSum a b z := by
  unfold partitionSum
  positivity
```

## (b) How one site responds to $z$

**Task.** Differentiate the mean population of site $k$ and show that

$$p_k'=\frac{(az+2ab)\,g_k+(b/z+2ab)\,f_k}{z\,Z^2}.$$

**Solution.** Collect the terms with $n_k$ in the numerator of $p_k$. It becomes $M=n_kZ+W$ with $W=g_kv-f_ku$. In the quotient rule the part $n_kZ$ drops out:

$$M'Z-MZ'=(n_kZ'+W')Z-(n_kZ+W)Z'=W'Z-WZ'.$$

Now $zW'=g_kv+f_ku$ and $zZ'=v-u$, so

$$\begin{aligned}
z(W'Z-WZ')&=(g_kv+f_ku)(u+1+v)-(g_kv-f_ku)(v-u)\\
&=g_kv(1+2u)+f_ku(1+2v)\\
&=g_k(v+2ab)+f_k(u+2ab).
\end{aligned}$$

Division by $zZ^2$ gives the target.

In the proof, `hc` and `han` are the derivatives of the cation and anion weights. From them `hP` and `hnum` build the derivatives of the denominator and of the numerator, and `fun_div` is the quotient rule. The algebra above is left to `field_simp` and `ring`, which show that the quotient-rule expression equals the stated one. The theorem is a `HasDerivAt` statement, so it gives the existence of the derivative together with its value.

```lean
/-- The `z`-derivative of the mean population of a site, for positive `a`, `b`, `z`. -/
theorem hasDerivAt_population (ha : 0 < a) (hb : 0 < b) (hz : 0 < z) (k : ι) :
    HasDerivAt (fun t => population a b n f g t k)
      (((a * z + 2 * a * b) * g k + (b / z + 2 * a * b) * f k)
        / (z * partitionSum a b z ^ 2)) z := by
  have hZ := (partitionSum_pos ha hb hz).ne'
  -- derivatives of the cation and anion weights
  have hc : HasDerivAt (fun t : ℝ => b / t) (b * -(z ^ 2)⁻¹) z := by
    simp only [div_eq_mul_inv]
    exact (hasDerivAt_inv hz.ne').const_mul b
  have han : HasDerivAt (fun t : ℝ => a * t) a z := by
    simpa using (hasDerivAt_id' z).const_mul a
  have hP : HasDerivAt (fun t => partitionSum a b t) (b * -(z ^ 2)⁻¹ + a) z :=
    (hc.add_const 1).fun_add han
  have hnum := ((hc.const_mul (n k - f k)).add_const (n k)).fun_add
    (han.const_mul (n k + g k))
  -- quotient rule
  refine (hnum.fun_div hP hZ).congr_deriv ?_
  simp only [partitionSum]
  field_simp
  ring
```

## (c) The mean electron number

**Task.** Express the mean electron number through the weights alone, relative to the neutral species:

$$N=N_0+\frac{az-b/z}{Z}.$$

**Solution.** The numerator $M=n_kZ+W$ found in part (b) gives

$$p_k=n_k+\frac{g_kv-f_ku}{Z}.$$

Sum over $k$. Since $f$ and $g$ each sum to one, the second term becomes $(v-u)/Z$. This is the probability of the anion minus that of the cation, as it should be for species that differ from the neutral one by a single electron.

The step `hk` is the formula for $p_k$, and the final `simp only` carries out the sum and inserts `hf` and `hg`, the two normalisation conditions.

```lean
variable [Fintype ι]

/-- For positive `a`, `b`, `z` and `f`, `g` of sum one, the mean electron number is that of the
neutral species plus the weight of the anion minus that of the cation, normalised. -/
theorem electronNumber_eq (ha : 0 < a) (hb : 0 < b) (hz : 0 < z)
    (hf : ∑ k, f k = 1) (hg : ∑ k, g k = 1) :
    electronNumber a b n f g z
      = ∑ k, n k + (a * z - b / z) / partitionSum a b z := by
  have hZ := (partitionSum_pos ha hb hz).ne'
  have hk : ∀ k, population a b n f g z k
      = n k + (g k * (a * z) - f k * (b / z)) / partitionSum a b z := by
    intro k
    unfold population
    rw [div_eq_iff hZ, add_mul (n k) _ (partitionSum a b z), div_mul_cancel₀ _ hZ]
    unfold partitionSum
    ring
  simp only [electronNumber, hk, sum_add_distrib, ← sum_div, sum_sub_distrib,
    ← sum_mul, hf, hg, one_mul]
```

## (d) How the mean electron number responds to $z$

**Task.** Show that

$$N'=\frac{az+b/z+4ab}{z\,Z^2}.$$

**Solution.** The sum over sites is finite, so it can be differentiated term by term. Adding the results of part (b) and using $\sum_k g_k=\sum_k f_k=1$ gives the numerator

$$(v+2ab)+(u+2ab)=v+u+4ab.$$

It is positive, so $N$ increases strictly with $z$ and the quotient $\varphi_k$ has a nonzero denominator.

`HasDerivAt.fun_sum` is the term-by-term differentiation. The rewriting that follows pulls the constant factors out of the sums and replaces the sums of $f$ and $g$ by one.

```lean
/-- The `z`-derivative of the mean electron number, for positive `a`, `b`, `z` and
`f`, `g` of sum one. -/
theorem hasDerivAt_electronNumber (ha : 0 < a) (hb : 0 < b) (hz : 0 < z)
    (hf : ∑ k, f k = 1) (hg : ∑ k, g k = 1) :
    HasDerivAt (electronNumber a b n f g)
      ((a * z + b / z + 4 * a * b) / (z * partitionSum a b z ^ 2)) z := by
  have h := HasDerivAt.fun_sum (u := Finset.univ)
    (fun k _ => hasDerivAt_population (n := n) (f := f) (g := g) ha hb hz k)
  refine h.congr_deriv ?_
  rw [← sum_div, sum_add_distrib, ← mul_sum, ← mul_sum, hf, hg]
  congr 1
  ring
```

## (e) The Fukui function at any $z$

**Task.** Divide the two responses and show that

$$\varphi_k=\frac{(az+2ab)\,g_k+(b/z+2ab)\,f_k}{az+b/z+4ab}.$$

**Solution.** Parts (b) and (d) have the same denominator $zZ^2$, which is nonzero by part (a) and cancels. The coefficients of $g_k$ and $f_k$ are positive and add up to the denominator, so $\varphi_k$ is a weighted average of the addition and removal values and lies between them. At fixed $a$ and $b$ it tends to $g_k$ as $z\to\infty$ and to $f_k$ as $z\to0$.

In the code, `hD` states that the common denominator is nonzero, the two `.deriv` terms replace the derivatives by their values, and `div_div_div_cancel_right₀` cancels the denominator.

```lean
/-- For positive `a`, `b`, `z` and `f`, `g` of sum one, the Fukui function is the average of
`g` and `f` with weights `a z + 2 a b` and `b/z + 2 a b`. -/
theorem fukui_eq (ha : 0 < a) (hb : 0 < b) (hz : 0 < z)
    (hf : ∑ k, f k = 1) (hg : ∑ k, g k = 1) (k : ι) :
    fukui a b n f g z k
      = ((a * z + 2 * a * b) * g k + (b / z + 2 * a * b) * f k)
        / (a * z + b / z + 4 * a * b) := by
  have hD : z * partitionSum a b z ^ 2 ≠ 0 :=
    mul_ne_zero hz.ne' (pow_ne_zero 2 (partitionSum_pos ha hb hz).ne')
  unfold fukui
  rw [(hasDerivAt_population ha hb hz k).deriv,
    (hasDerivAt_electronNumber ha hb hz hf hg).deriv]
  exact div_div_div_cancel_right₀ hD _ _
```

## (f) The deviation from the plain average

**Task.** Compare $\varphi_k$ with the average of $f_k$ and $g_k$ taken with equal weights, and show that the difference contains the mean excess electron number as a factor:

$$\varphi_k-\frac{f_k+g_k}{2}=\frac{g_k-f_k}{2}\cdot\frac{Z\,(N-N_0)}{az+b/z+4ab}.$$

**Solution.** Split the numerator of part (e) into a symmetric and an antisymmetric part:

$$(v+2ab)g_k+(u+2ab)f_k=\frac{f_k+g_k}{2}(v+u+4ab)+\frac{g_k-f_k}{2}(v-u).$$

After division by $v+u+4ab$ the first term is the plain average. In the second, part (c) gives $v-u=Z(N-N_0)$.

The factor $Z/(az+b/z+4ab)$ is positive. It depends on $z$ unless $4ab=1$, so the deviation is in general not a linear function of the excess; "proportional" in the comment of the code refers to the factor $N-N_0$ alone. At a site with $f_k\neq g_k$ the Fukui function is therefore shifted from the plain average towards $g_k$ when there is a mean excess of electrons, and towards $f_k$ when there is a mean deficit.

The equation `e` in the proof is the splitting. The rewriting inserts parts (e) and (c), cancels $Z$ and separates the two terms.

```lean
/-- For positive `a`, `b`, `z` and `f`, `g` of sum one, the deviation of the Fukui function from
`(f + g)/2` is proportional to `g - f` and to the mean excess electron number. -/
theorem fukui_sub_average (ha : 0 < a) (hb : 0 < b) (hz : 0 < z)
    (hf : ∑ k, f k = 1) (hg : ∑ k, g k = 1) (k : ι) :
    fukui a b n f g z k - (f k + g k) / 2
      = (g k - f k) / 2 * (partitionSum a b z * (electronNumber a b n f g z - ∑ j, n j)
        / (a * z + b / z + 4 * a * b)) := by
  have hZ := (partitionSum_pos ha hb hz).ne'
  have hD : a * z + b / z + 4 * a * b ≠ 0 := by positivity
  -- split the numerator into its symmetric and antisymmetric parts
  have e : (a * z + 2 * a * b) * g k + (b / z + 2 * a * b) * f k
      = (f k + g k) / 2 * (a * z + b / z + 4 * a * b)
        + (g k - f k) / 2 * (a * z - b / z) := by ring
  rw [fukui_eq ha hb hz hf hg, electronNumber_eq ha hb hz hf hg, add_sub_cancel_left,
    mul_comm (partitionSum a b z), div_mul_cancel₀ _ hZ, e, add_div,
    mul_div_cancel_right₀ _ hD]
  ring
```

## (g) The value at zero mean excess

**Task.** Suppose that $N=N_0$. Show that at every site

$$\varphi_k=\frac{f_k+g_k}{2}.$$

**Solution.** The right-hand side of part (f) contains the factor $N-N_0=0$, so the deviation vanishes.

The constants $a$ and $b$ do not appear in the value. They only fix where it is attained: by part (c), $N=N_0$ means $az=b/z$, hence $z=\sqrt{b/a}$. With equal degeneracies this is $\mu=-(I+A)/2$, at any temperature.

The normalisation of $g$ matters even when that of $f$ is kept. Take one site with $n=1$, $f=1$ and $g=2$, so that the "anion" gains two electrons, and set $a=1$, $b=2$, $z=1$. The weights are $2$, $1$, $1$ and the populations $0$, $1$, $3$, so the mean is $(0+1+3)/4=1$ and the excess is zero. On a single site $p$ and $N$ are the same function, here with the nonzero derivative $1$, so $\varphi=1$. The average $(f+g)/2$ is $3/2$. The example only tests the hypothesis and is not a physical ensemble: the grand-canonical weight of a species with two extra electrons would be proportional to $z^2$, not to $z$.

In the code the hypothesis `hN` is the condition $N=N_0$. It turns the right-hand side of part (f) into zero, and `linarith` moves the average to the other side.

```lean
/-- Let `a`, `b`, `z` be positive and `f`, `g` of sum one. Where the mean excess electron number
vanishes, the finite-temperature Fukui function is `(f + g)/2` at every site. -/
theorem fukui_eq_average (ha : 0 < a) (hb : 0 < b) (hz : 0 < z)
    (hf : ∑ k, f k = 1) (hg : ∑ k, g k = 1)
    (hN : electronNumber a b n f g z = ∑ j, n j) (k : ι) :
    fukui a b n f g z k = (f k + g k) / 2 := by
  have h := fukui_sub_average (n := n) ha hb hz hf hg k
  rw [hN, sub_self, mul_zero, zero_div, mul_zero] at h
  linarith
```

## (h) Reading the excess from a single site

**Task.** Suppose that at one site $f_k\neq g_k$ and $\varphi_k=(f_k+g_k)/2$. Show that

$$N=N_0.$$

**Solution.** The left-hand side of part (f) is now zero, so one factor on the right must vanish. The factor $g_k-f_k$ is nonzero by assumption, and $Z$ is nonzero by part (a). Only $N-N_0$ is left.

The condition $f_k\neq g_k$ is needed because at a site with $f_k=g_k$ part (e) gives $\varphi_k=f_k$ for every $z$, whatever the excess. A system with only one site is always of this kind, since there $f=g=1$.

The proof goes through the same factors: `mul_eq_zero` splits the product, the first case contradicts `hfg`, and in the second the nonzero factors `hD` and `hZ` are removed.

```lean
/-- Let `a`, `b`, `z` be positive and `f`, `g` of sum one. At a site where `f` and `g` differ, the
Fukui function is `(f + g)/2` only if the mean excess electron number vanishes. -/
theorem excess_eq_zero_of_fukui_eq_average (ha : 0 < a) (hb : 0 < b) (hz : 0 < z)
    (hf : ∑ k, f k = 1) (hg : ∑ k, g k = 1) {k : ι} (hfg : f k ≠ g k)
    (h : fukui a b n f g z k = (f k + g k) / 2) :
    electronNumber a b n f g z = ∑ j, n j := by
  have hZ := (partitionSum_pos ha hb hz).ne'
  have hD : a * z + b / z + 4 * a * b ≠ 0 := by positivity
  have h0 := fukui_sub_average (n := n) ha hb hz hf hg k
  rw [h, sub_self] at h0
  -- of the factors of the deviation only the excess can vanish
  rcases mul_eq_zero.mp h0.symm with h1 | h1
  · exact absurd (by linarith) hfg
  · have h2 := (div_eq_zero_iff.mp h1).resolve_right hD
    exact sub_eq_zero.mp ((mul_eq_zero.mp h2).resolve_left hZ)

end

end FiniteTemperatureFukui
```

```lean
#print axioms FiniteTemperatureFukui.fukui_eq_average
-- 'FiniteTemperatureFukui.fukui_eq_average' depends on axioms: [propext, Classical.choice, Quot.sound]
#print axioms FiniteTemperatureFukui.excess_eq_zero_of_fukui_eq_average
-- 'FiniteTemperatureFukui.excess_eq_zero_of_fukui_eq_average' depends on axioms: [propext, Classical.choice, Quot.sound]
```
